# Zero flux under stochastic velocity rescaling means a canonical kinetic-energy distribution

A thermostat can hold the mean kinetic energy at the right value and still sample the wrong ensemble. If every velocity is rescaled so that the kinetic energy K always equals its target, the temperature reads correctly but the canonical fluctuations of K are gone. Stochastic velocity rescaling adds noise to the relaxation of K. The theorems below show that, among positive differentiable densities, its probability flux vanishes at every K > 0 only for the canonical form.

```lean
import Mathlib

open MeasureTheory Set

namespace StochasticVelocityRescaling

noncomputable section
```

These lines load the mathematics library Mathlib and open a namespace for the definitions.

## The canonical weight and the flux

```lean
/-- The unnormalised canonical weight `K^(n/2-1) exp(-βK)` of the kinetic energy `K`
for `n` degrees of freedom at inverse temperature `β`. -/
def canonicalWeight (n β K : ℝ) : ℝ := K ^ (n / 2 - 1) * Real.exp (-(β * K))
```

Here n is the number of degrees of freedom and β = 1/(k_B T) is the inverse temperature. Both are real numbers in Lean. The definition reads

w(K) = K^(n/2−1) exp(−βK).

```lean
/-- The probability flux of the kinetic energy under stochastic velocity rescaling, for a
density `r` and with time in units of the relaxation time: drift towards `n/(2β)` minus
the diffusive term with diffusion coefficient `K/β`. -/
def flux (n β : ℝ) (r : ℝ → ℝ) (K : ℝ) : ℝ :=
  (n / (2 * β) - K) * r K - (1 / β) * deriv (fun x => x * r x) K
```

For a density r, the flux is

J(K) = (n/(2β) − K) r(K) − (1/β) (K r)′(K).

The first term is the drift towards the target n/(2β). The second is diffusion with coefficient K/β, so the noise grows with the kinetic energy. Time is measured in units of the thermostat's relaxation time. In this model the density changes in time as ∂r/∂t = −∂J/∂K, so a density whose flux is zero at every K > 0 is stationary. The flux is the starting point here; it is not derived from a stochastic equation.

```lean
/-- The canonical weight is positive at positive kinetic energy. -/
theorem canonicalWeight_pos (n β : ℝ) {K : ℝ} (hK : 0 < K) : 0 < canonicalWeight n β K :=
  mul_pos (Real.rpow_pos_of_pos hK _) (Real.exp_pos _)
```

For K > 0 both factors of w are positive, so dividing by w is safe.

```lean
/-- At positive kinetic energy `K` the derivative of the canonical weight is `(n/2-1)/K - β` times
the weight. -/
theorem hasDerivAt_canonicalWeight (n β : ℝ) {K : ℝ} (hK : 0 < K) :
    HasDerivAt (canonicalWeight n β) (((n / 2 - 1) / K - β) * canonicalWeight n β K) K := by
  have h1 : HasDerivAt (fun x : ℝ => x ^ (n / 2 - 1))
      ((n / 2 - 1) * K ^ (n / 2 - 1 - 1)) K :=
    Real.hasDerivAt_rpow_const (Or.inl hK.ne')
  have h2 : HasDerivAt (fun x : ℝ => Real.exp (-(β * x)))
      (Real.exp (-(β * K)) * (-β)) K := by
    have h : HasDerivAt (fun x : ℝ => -(β * x)) (-β) K := by
      have h' := ((hasDerivAt_id' K).const_mul β).fun_neg
      simpa using h'
    exact h.exp
  have e : (n / 2 - 1) * K ^ (n / 2 - 1 - 1) * Real.exp (-(β * K))
      + K ^ (n / 2 - 1) * (Real.exp (-(β * K)) * (-β))
      = ((n / 2 - 1) / K - β) * canonicalWeight n β K := by
    rw [Real.rpow_sub_one hK.ne' (n / 2 - 1)]
    unfold canonicalWeight
    ring
  have h3 := (h1.fun_mul h2).congr_deriv e
  exact h3
```

`HasDerivAt f a K` says that f has derivative a at K. By the product rule,

w′(K) = ((n/2−1)/K − β) w(K).

In the proof, `h1` differentiates the power, `h2` the exponential, and `e` collects the terms.

## Zero flux as a constant ratio

```lean
/-- At a positive kinetic energy where the density is differentiable, the flux is proportional to
the gradient of the ratio between the density and the canonical weight, with the factor `-(K/β)`
times the canonical weight. -/
theorem flux_eq_gradient {n β K : ℝ} {r : ℝ → ℝ} (hβ : 0 < β) (hK : 0 < K)
    (hr : DifferentiableAt ℝ r K) :
    flux n β r K = -(K / β) * canonicalWeight n β K *
      deriv (fun x => r x / canonicalWeight n β x) K := by
  have hw := hasDerivAt_canonicalWeight n β hK
  have hw0 := (canonicalWeight_pos n β hK).ne'
  have hK0 := hK.ne'
  have hβ0 := hβ.ne'
  have hprod : deriv (fun x => x * r x) K = r K + K * deriv r K := by
    have h := ((hasDerivAt_id' K).fun_mul hr.hasDerivAt).deriv
    rw [h]
    ring
  have hquot := (hr.hasDerivAt.fun_div hw hw0).deriv
  unfold flux
  rw [hprod, hquot]
  field_simp
  ring
```

The hypotheses are β > 0, K > 0 and differentiability of r at K. Since (K r)′ = r + K r′,

J = (n/(2β) − 1/β − K) r − (K/β) r′
= (K/β) [((n/2−1)/K − β) r − r′]
= (K/β) [(w′/w) r − r′].

The quotient rule gives (r/w)′ = (r′ − (w′/w) r)/w, and therefore

J = −(K/β) w (r/w)′.

The flux is driven only by the gradient of r relative to the canonical weight. In Lean, `hprod` is the product rule and `hquot` the quotient rule; `field_simp` and `ring` do the remaining algebra.

```lean
/-- A positive differentiable density of the kinetic energy has zero flux under stochastic
velocity rescaling exactly when it is a positive constant times the canonical weight. -/
theorem zero_flux_iff_canonical {n β : ℝ} {r : ℝ → ℝ} (hβ : 0 < β)
    (hr : ∀ K, 0 < K → DifferentiableAt ℝ r K) (hpos : ∀ K, 0 < K → 0 < r K) :
    (∀ K, 0 < K → flux n β r K = 0) ↔
      ∃ c, 0 < c ∧ ∀ K, 0 < K → r K = c * canonicalWeight n β K := by
  constructor
  · intro h
    have hd : DifferentiableOn ℝ (fun x => r x / canonicalWeight n β x) (Ioi 0) :=
      fun x hx => ((hr x hx).hasDerivAt.fun_div (hasDerivAt_canonicalWeight n β hx)
        (canonicalWeight_pos n β hx).ne').differentiableAt.differentiableWithinAt
    -- zero flux means that the ratio to the canonical weight has no gradient
    have h0 : ∀ x, 0 < x → deriv (fun x => r x / canonicalWeight n β x) x = 0 := by
      intro x hx
      have e := h x hx
      rw [flux_eq_gradient hβ hx (hr x hx)] at e
      exact (mul_eq_zero.mp e).resolve_left
        (mul_ne_zero (neg_ne_zero.mpr (div_pos hx hβ).ne') (canonicalWeight_pos n β hx).ne')
    refine ⟨r 1 / canonicalWeight n β 1,
      div_pos (hpos 1 one_pos) (canonicalWeight_pos n β one_pos), fun K hK => ?_⟩
    -- so the ratio is the same at `K` and at `1`
    have e : r K / canonicalWeight n β K = r 1 / canonicalWeight n β 1 :=
      isOpen_Ioi.is_const_of_deriv_eq_zero isPreconnected_Ioi hd
        (fun x hx => h0 x hx) (mem_Ioi.mpr hK) (mem_Ioi.mpr one_pos)
    rw [← e, div_mul_cancel₀ _ (canonicalWeight_pos n β hK).ne']
  · rintro ⟨c, -, h⟩ K hK
    have e : (fun x => r x / canonicalWeight n β x) =ᶠ[nhds K] fun _ => c := by
      filter_upwards [Ioi_mem_nhds hK] with x hx
      rw [h x hx, mul_div_cancel_right₀ _ (canonicalWeight_pos n β hx).ne']
    rw [flux_eq_gradient hβ hK (hr K hK), e.deriv_eq]
    simp
```

The symbol `↔` means "exactly when", and `∃ c` means "there is a c". For β > 0 and r positive and differentiable on K > 0, the flux vanishes everywhere there exactly when r = c w for some c > 0. No condition on n is needed yet, because r need not be normalised.

Suppose J = 0. The factor −(K/β) w is never zero, so (r/w)′ = 0 at every K > 0. The half-line is connected, so r/w is constant. Lean evaluates the constant at K = 1, giving c = r(1)/w(1) > 0. Conversely, if r = c w, then r/w equals c throughout a neighbourhood of each K > 0, its derivative is zero, and so is J.

## Normalisation and the mean kinetic energy

```lean
/-- The canonical weight integrates to `Γ(n/2) / β^(n/2)` over all kinetic energies. -/
theorem integral_canonicalWeight {n β : ℝ} (hn : 0 < n) (hβ : 0 < β) :
    ∫ K in Ioi (0 : ℝ), canonicalWeight n β K = Real.Gamma (n / 2) / β ^ (n / 2) := by
  unfold canonicalWeight
  rw [Real.integral_rpow_mul_exp_neg_mul_Ioi (half_pos hn) hβ,
    Real.div_rpow zero_le_one hβ.le, Real.one_rpow]
  ring
```

`Ioi 0` is the half-line K > 0. All three theorems in this section assume n > 0 and β > 0, and Γ is the gamma function. Substituting x = βK gives

∫ w dK = β^(−n/2) ∫ x^(n/2−1) exp(−x) dx = Γ(n/2)/β^(n/2).

```lean
/-- A positive differentiable density has zero flux and total probability one exactly when
it is the canonical weight times `β^(n/2) / Γ(n/2)`. -/
theorem zero_flux_normalized_iff {n β : ℝ} {r : ℝ → ℝ} (hn : 0 < n) (hβ : 0 < β)
    (hr : ∀ K, 0 < K → DifferentiableAt ℝ r K) (hpos : ∀ K, 0 < K → 0 < r K) :
    ((∀ K, 0 < K → flux n β r K = 0) ∧ ∫ K in Ioi (0 : ℝ), r K = 1) ↔
      ∀ K, 0 < K → r K = β ^ (n / 2) / Real.Gamma (n / 2) * canonicalWeight n β K := by
  have hG : 0 < Real.Gamma (n / 2) := Real.Gamma_pos_of_pos (half_pos hn)
  have hB : 0 < β ^ (n / 2) := Real.rpow_pos_of_pos hβ _
  have hint : ∀ c, (∀ K, 0 < K → r K = c * canonicalWeight n β K) →
      ∫ K in Ioi (0 : ℝ), r K = c * (Real.Gamma (n / 2) / β ^ (n / 2)) := by
    intro c h
    rw [setIntegral_congr_fun measurableSet_Ioi (fun K hK => h K hK),
      integral_const_mul, integral_canonicalWeight hn hβ]
  constructor
  · rintro ⟨h, h1⟩
    obtain ⟨c, -, hc⟩ := (zero_flux_iff_canonical hβ hr hpos).mp h
    -- the normalisation fixes the constant
    have e : c * (Real.Gamma (n / 2) / β ^ (n / 2)) = 1 := (hint c hc).symm.trans h1
    have e' : c = β ^ (n / 2) / Real.Gamma (n / 2) := by
      rw [← mul_div_assoc, div_eq_iff hB.ne', one_mul] at e
      rw [eq_div_iff hG.ne', e]
    rw [← e']
    exact hc
  · intro h
    refine ⟨(zero_flux_iff_canonical hβ hr hpos).mpr ⟨_, div_pos hB hG, h⟩, ?_⟩
    rw [hint _ h, div_mul_div_comm, mul_comm (Real.Gamma (n / 2)),
      div_self (mul_pos hB hG).ne']
```

If r = c w has total probability one, then c Γ(n/2)/β^(n/2) = 1, so

r(K) = β^(n/2)/Γ(n/2) · K^(n/2−1) exp(−βK).

Conversely, this density has zero flux by `zero_flux_iff_canonical` and integrates to one. The helper `hint` computes the integral of c w for both directions.

```lean
/-- A normalised positive differentiable density with zero flux has mean kinetic energy `n/(2β)`. -/
theorem mean_kinetic_energy {n β : ℝ} {r : ℝ → ℝ} (hn : 0 < n) (hβ : 0 < β)
    (hr : ∀ K, 0 < K → DifferentiableAt ℝ r K) (hpos : ∀ K, 0 < K → 0 < r K)
    (hflux : ∀ K, 0 < K → flux n β r K = 0) (hnorm : ∫ K in Ioi (0 : ℝ), r K = 1) :
    ∫ K in Ioi (0 : ℝ), K * r K = n / (2 * β) := by
  have hG := (Real.Gamma_pos_of_pos (half_pos hn)).ne'
  have hB := (Real.rpow_pos_of_pos hβ (n / 2)).ne'
  have hβ0 := hβ.ne'
  have h := (zero_flux_normalized_iff hn hβ hr hpos).mp ⟨hflux, hnorm⟩
  -- a factor `K` turns the weight for `n` into the weight for `n + 2` degrees of freedom
  have hK : ∀ K ∈ Ioi (0 : ℝ), K * r K =
      β ^ (n / 2) / Real.Gamma (n / 2) * canonicalWeight (n + 2) β K := by
    intro K hK
    have hK' : 0 < K := hK
    have e : (n + 2) / 2 - 1 = (n / 2 - 1) + 1 := by ring
    rw [h K hK']
    unfold canonicalWeight
    rw [e, Real.rpow_add_one hK'.ne']
    ring
  have e2 : (n + 2) / 2 = n / 2 + 1 := by ring
  rw [setIntegral_congr_fun measurableSet_Ioi hK, integral_const_mul,
    integral_canonicalWeight (by linarith) hβ, e2,
    Real.Gamma_add_one (half_pos hn).ne', Real.rpow_add_one hβ0]
  field_simp

end

end StochasticVelocityRescaling
```

Multiplying w by K raises the exponent by one, which gives the weight for n + 2 degrees of freedom. Its integral is Γ(n/2+1)/β^(n/2+1). Using Γ(n/2+1) = (n/2) Γ(n/2),

∫ K r dK = β^(n/2)/Γ(n/2) · (n/2) Γ(n/2)/β^(n/2+1) = n/(2β).

This is the equipartition value, (1/2) k_B T per degree of freedom.

## In a molecular dynamics run

In one common scheme, the code computes K after an integration step, draws a new value K_new from the thermostat's stochastic dynamics, and multiplies all thermostatted velocities by √(K_new/K). The n it uses must leave out constrained degrees of freedom and conserved momentum components. In first-principles dynamics with classical nuclei, the result supports this thermostat step for the total kinetic energy alone; how fast a run approaches the distribution, how it samples nuclear positions and what a finite time step does are separate questions.

```lean
#print axioms StochasticVelocityRescaling.zero_flux_iff_canonical
#print axioms StochasticVelocityRescaling.mean_kinetic_energy
```

```
'StochasticVelocityRescaling.zero_flux_iff_canonical' depends on axioms: [propext, Classical.choice, Quot.sound]
'StochasticVelocityRescaling.mean_kinetic_energy' depends on axioms: [propext, Classical.choice, Quot.sound]
```
